# For J ≥ 1, the quadratic Stark polarizabilities of a level's sublevels fix one scalar and one tensor constant

## Three channel strengths as input

The atom enters through three real numbers instead of a Hamiltonian. In a weak static field $F$ along the quantization axis, sublevel $M$ of an isolated level $J$ shifts by $-\tfrac12\alpha(M)F^2$. Second-order perturbation theory gives $\alpha(M)$ as twice a sum of squared dipole elements, each divided by its excitation energy $\Delta E$, which is negative for an intermediate level below the level $J$. Each squared element is a squared 3j symbol, which carries all the $M$-dependence, times a squared reduced element. Let $a$, $b$, $c$ be the sums of squared reduced elements over excitation energies for intermediate levels with $J'=J+1$, $J$, $J-1$. Then

$$\alpha(M)=\frac{2}{2J+1}\left[a\,\frac{(J+1)^2-M^2}{(J+1)(2J+3)}+b\,\frac{M^2}{J(J+1)}+c\,\frac{J^2-M^2}{J(2J-1)}\right].$$

This formula is the definition `polarizability`; the perturbation theory and the 3j values behind it are assumed. Near-degenerate levels of opposite parity, as in hydrogen-like Rydberg states, are not covered.

## Separating the M-dependence

Put $Q=3M^2-J(J+1)$, so $M^2=\tfrac13[Q+J(J+1)]$. The three fractions become

$$\frac13-\frac{Q}{3(J+1)(2J+3)},\qquad \frac13+\frac{Q}{3J(J+1)},\qquad \frac13-\frac{Q}{3J(2J-1)}.$$

Collecting terms gives $\alpha(M)=\alpha_0+\alpha_2 q(M)$ with $q(M)=Q/[J(2J-1)]$ and

$$\alpha_0=\frac{2(a+b+c)}{3(2J+1)},\qquad \alpha_2=\frac{2}{3(2J+1)}\left[-c+\frac{b(2J-1)}{J+1}-\frac{aJ(2J-1)}{(J+1)(2J+3)}\right].$$

**Average.** With $M=k-J$ and $k=0,\dots,2J$,

$$\sum_k (k-J)^2=\frac{J(2J+1)(4J+1)}{3}-2J^2(2J+1)+J^2(2J+1)=\frac{J(J+1)(2J+1)}{3}.$$

Hence $Q$ sums to zero, and $\alpha_0$ is the mean of $\alpha(M)$.

**Uniqueness.** Direct substitution gives $q(J)=1$ and $q(J-1)=1-3/J$. If $s+t\,q(M)$ also reproduces $\alpha(M)$, subtracting the equations at these two sublevels gives $(t-\alpha_2)\,3/J=0$. So $t=\alpha_2$, and then $s=\alpha_0$. For an isolated level in second order, calculated polarizabilities of these two sublevels therefore determine all the others.

## The theorem in words

`scalar_tensor_decomposition` takes a natural number `n` with `2 ≤ n`, meaning $J=n/2\ge1$, and arbitrary real `a b c s t`. It says that `s` and `t` reproduce the polarizability of every sublevel `k ≤ n` exactly when they equal `scalarPol` and `tensorPol`. Here `magnetic n k` is $M=k-n/2$, and `alignment` is $q(M)$. The average is a separate theorem, `average_polarizability`.

## What goes wrong at J = 1/2

Take $J=1/2$, $a=1$, $b=c=0$. Both sublevels have $\alpha=1/3$, and $Q=0$, so $q$ is $0/0$, which Lean evaluates as 0. Every `t` then fits, and uniqueness fails. `spin_half` treats this level without $q$: with the absent channel set to $c=0$, only the scalar part remains.

## The same split for an oscillating field

For light polarized linearly along the quantization axis, away from resonance, each $1/\Delta E$ in the strengths becomes $\Delta E/(\Delta E^2-\omega^2)$, with $\hbar=1$. Only $a$, $b$, $c$ change, so the same algebra splits the dynamic polarizability.

## The Lean file

```lean
import Mathlib

open Finset

namespace StarkScalarTensor

noncomputable section

/-- Angular weight (squared 3j symbol) of the dipole channel `J → J + 1` for the
sublevel `M` in a field along the quantization axis, for `J ≥ 0`. -/
def weightUp (J M : ℝ) : ℝ :=
  ((J + 1) ^ 2 - M ^ 2) / ((J + 1) * (2 * J + 1) * (2 * J + 3))

/-- Angular weight (squared 3j symbol) of the dipole channel `J → J`, for `J > 0`. -/
def weightSame (J M : ℝ) : ℝ :=
  M ^ 2 / (J * (J + 1) * (2 * J + 1))

/-- Angular weight (squared 3j symbol) of the dipole channel `J → J - 1`, for `J > 1/2`. -/
def weightDown (J M : ℝ) : ℝ :=
  (J ^ 2 - M ^ 2) / (J * (2 * J - 1) * (2 * J + 1))

/-- Static polarizability of the sublevel `M` of a level `J > 1/2`. The strengths `a`, `b`, `c`
are the squared reduced dipole elements over excitation energies, summed over the
intermediate levels with `J' = J + 1`, `J`, `J - 1`. For `J = 1/2` it is used with `c = 0`. -/
def polarizability (J a b c M : ℝ) : ℝ :=
  2 * (a * weightUp J M + b * weightSame J M + c * weightDown J M)

/-- Scalar polarizability `α0` of a level `J ≥ 0`. -/
def scalarPol (J a b c : ℝ) : ℝ :=
  2 * (a + b + c) / (3 * (2 * J + 1))

/-- Tensor polarizability `α2` of a level `J ≥ 0`. -/
def tensorPol (J a b c : ℝ) : ℝ :=
  2 / (3 * (2 * J + 1)) *
    (-c + b * (2 * J - 1) / (J + 1) - a * J * (2 * J - 1) / ((J + 1) * (2 * J + 3)))

/-- The factor `(3M² - J(J+1)) / (J(2J-1))` that multiplies the tensor polarizability,
for `J > 1/2`. -/
def alignment (J M : ℝ) : ℝ :=
  (3 * M ^ 2 - J * (J + 1)) / (J * (2 * J - 1))

/-- The magnetic quantum number `M = k - J` of sublevel `k = 0, ..., n` of a level with
`J = n/2`. -/
def magnetic (n k : ℕ) : ℝ := (k : ℝ) - (n : ℝ) / 2

/-- For `J > 1/2` the angular weights, each multiplied by the degeneracy `2J' + 1` of its
channel, add up to one for every `M`. -/
theorem weight_sum_rule {J : ℝ} (hJ : 1 / 2 < J) (M : ℝ) :
    (2 * J + 3) * weightUp J M + (2 * J + 1) * weightSame J M
      + (2 * J - 1) * weightDown J M = 1 := by
  have h0 : J ≠ 0 := by linarith
  have h1 : J + 1 ≠ 0 := by linarith
  have h2 : 2 * J + 1 ≠ 0 := by linarith
  have h3 : 2 * J + 3 ≠ 0 := by linarith
  have h4 : 2 * J - 1 ≠ 0 := (by linarith : 0 < 2 * J - 1).ne'
  unfold weightUp weightSame weightDown
  field_simp
  ring

/-- For `J > 1/2` the polarizability is the scalar part plus the tensor part times
`(3M² - J(J+1)) / (J(2J-1))`. -/
theorem polarizability_eq {J : ℝ} (hJ : 1 / 2 < J) (a b c M : ℝ) :
    polarizability J a b c M
      = scalarPol J a b c + tensorPol J a b c * alignment J M := by
  have h0 : J ≠ 0 := by linarith
  have h1 : J + 1 ≠ 0 := by linarith
  have h2 : 2 * J + 1 ≠ 0 := by linarith
  have h3 : 2 * J + 3 ≠ 0 := by linarith
  have h4 : 2 * J - 1 ≠ 0 := (by linarith : 0 < 2 * J - 1).ne'
  unfold polarizability weightUp weightSame weightDown scalarPol tensorPol alignment
  field_simp
  ring

/-- The sum of `3M² - J(J+1)` over all sublevels of a level with `J = n/2` is zero. -/
theorem sum_quadrupole (n : ℕ) :
    ∑ k ∈ range (n + 1),
      (3 * magnetic n k ^ 2 - (n : ℝ) / 2 * ((n : ℝ) / 2 + 1)) = 0 := by
  -- sum of shifted squares, by induction on the number of terms
  have key : ∀ (N : ℕ) (x : ℝ), ∑ k ∈ range N, ((k : ℝ) - x) ^ 2
      = N * (N - 1) * (2 * N - 1) / 6 - x * N * (N - 1) + N * x ^ 2 := by
    intro N x
    induction N with
    | zero => simp
    | succ N ih =>
      rw [sum_range_succ, ih]
      push_cast
      ring
  simp only [magnetic]
  rw [sum_sub_distrib, ← mul_sum, key, sum_const, card_range, nsmul_eq_mul]
  push_cast
  ring

/-- For `J = n/2 ≥ 1` the average of the polarizability over the `2J + 1` sublevels is the
scalar polarizability. -/
theorem average_polarizability {n : ℕ} (hn : 2 ≤ n) (a b c : ℝ) :
    (∑ k ∈ range (n + 1), polarizability ((n : ℝ) / 2) a b c (magnetic n k)) / ((n : ℝ) + 1)
      = scalarPol ((n : ℝ) / 2) a b c := by
  have hn' : (2 : ℝ) ≤ n := by exact_mod_cast hn
  have hJ : 1 / 2 < (n : ℝ) / 2 := by linarith
  have h : ∀ k ∈ range (n + 1), polarizability ((n : ℝ) / 2) a b c (magnetic n k)
      = scalarPol ((n : ℝ) / 2) a b c
        + tensorPol ((n : ℝ) / 2) a b c / ((n : ℝ) / 2 * (2 * ((n : ℝ) / 2) - 1))
          * (3 * magnetic n k ^ 2 - (n : ℝ) / 2 * ((n : ℝ) / 2 + 1)) := by
    intro k _
    rw [polarizability_eq hJ, alignment]
    ring
  -- the tensor part drops out of the sum
  rw [sum_congr rfl h, sum_add_distrib, ← mul_sum, sum_quadrupole, sum_const, card_range,
    nsmul_eq_mul, mul_zero, add_zero]
  have h1 : (n : ℝ) + 1 ≠ 0 := by linarith
  push_cast
  field_simp

/-- For `J > 1/2` the stretched sublevels `M = J` and `M = -J` both have polarizability
`α0 + α2`. -/
theorem polarizability_stretched {J : ℝ} (hJ : 1 / 2 < J) (a b c : ℝ) :
    polarizability J a b c J = scalarPol J a b c + tensorPol J a b c ∧
    polarizability J a b c (-J) = scalarPol J a b c + tensorPol J a b c := by
  have h0 : J ≠ 0 := by linarith
  have h4 : 2 * J - 1 ≠ 0 := (by linarith : 0 < 2 * J - 1).ne'
  have e : (3 * J ^ 2 - J * (J + 1)) / (J * (2 * J - 1)) = 1 := by
    rw [div_eq_one_iff_eq (mul_ne_zero h0 h4)]
    ring
  constructor
  · rw [polarizability_eq hJ, alignment, e, mul_one]
  · rw [polarizability_eq hJ, alignment, neg_sq, e, mul_one]

/-- Scalar-tensor decomposition: for `J = n/2 ≥ 1`, constants `s` and `t` reproduce the
polarizability of every sublevel as `s + t (3M² - J(J+1)) / (J(2J-1))` exactly when `s` is the
scalar and `t` the tensor polarizability. -/
theorem scalar_tensor_decomposition {n : ℕ} (hn : 2 ≤ n) (a b c s t : ℝ) :
    (∀ k ≤ n, polarizability ((n : ℝ) / 2) a b c (magnetic n k)
        = s + t * alignment ((n : ℝ) / 2) (magnetic n k)) ↔
      s = scalarPol ((n : ℝ) / 2) a b c ∧ t = tensorPol ((n : ℝ) / 2) a b c := by
  have hn' : (2 : ℝ) ≤ n := by exact_mod_cast hn
  have hJ : 1 / 2 < (n : ℝ) / 2 := by linarith
  constructor
  · intro h
    have m1 : magnetic n n = (n : ℝ) / 2 := by
      unfold magnetic
      ring
    have m2 : magnetic n (n - 1) = (n : ℝ) / 2 - 1 := by
      unfold magnetic
      rw [Nat.cast_sub (by omega : 1 ≤ n), Nat.cast_one]
      ring
    have h1 := h n le_rfl
    have h2 := h (n - 1) (Nat.sub_le n 1)
    rw [m1, polarizability_eq hJ] at h1
    rw [m2, polarizability_eq hJ] at h2
    generalize (n : ℝ) / 2 = J at hJ h1 h2 ⊢
    have h0 : J ≠ 0 := by linarith
    have h4 : 2 * J - 1 ≠ 0 := (by linarith : 0 < 2 * J - 1).ne'
    -- the two highest sublevels have different alignment
    have q1 : alignment J J = 1 := by
      rw [alignment, div_eq_one_iff_eq (mul_ne_zero h0 h4)]
      ring
    have q2 : alignment J (J - 1) = 1 - 3 / J := by
      rw [alignment, div_eq_iff (mul_ne_zero h0 h4)]
      field_simp
      ring
    rw [q1] at h1
    rw [q2] at h2
    have h3 : (t - tensorPol J a b c) * (3 / J) = 0 := by
      linear_combination h2 - h1
    have h5 : t - tensorPol J a b c = 0 :=
      (mul_eq_zero.mp h3).resolve_right (div_ne_zero three_ne_zero h0)
    constructor <;> linarith
  · rintro ⟨rfl, rfl⟩ k _
    exact polarizability_eq hJ a b c _

/-- For `J ≥ 0` the tensor polarizability vanishes when the strengths of the three channels
are proportional to their degeneracies `2J' + 1`. -/
theorem tensorPol_statistical {J : ℝ} (hJ : 0 ≤ J) (g : ℝ) :
    tensorPol J ((2 * J + 3) * g) ((2 * J + 1) * g) ((2 * J - 1) * g) = 0 := by
  have h1 : J + 1 ≠ 0 := by linarith
  have h2 : 2 * J + 1 ≠ 0 := by linarith
  have h3 : 2 * J + 3 ≠ 0 := by linarith
  unfold tensorPol
  field_simp
  ring

/-- For `J = 1/2`, where the channel `J - 1` is absent, `3M² - J(J+1)` vanishes for both
sublevels and their polarizability is the scalar one. -/
theorem spin_half {M : ℝ} (hM : M = 1 / 2 ∨ M = -(1 / 2)) (a b : ℝ) :
    3 * M ^ 2 - 1 / 2 * (1 / 2 + 1) = 0 ∧
    polarizability (1 / 2) a b 0 M = scalarPol (1 / 2) a b 0 := by
  have hsq : M ^ 2 = 1 / 4 := by
    rcases hM with rfl | rfl <;> norm_num
  constructor
  · rw [hsq]
    norm_num
  · unfold polarizability weightUp weightSame scalarPol
    rw [hsq, zero_mul]
    ring

end

end StarkScalarTensor
```

```lean
#print axioms StarkScalarTensor.average_polarizability
#print axioms StarkScalarTensor.scalar_tensor_decomposition
#print axioms StarkScalarTensor.tensorPol_statistical
#print axioms StarkScalarTensor.spin_half
```

```
'StarkScalarTensor.average_polarizability' depends on axioms: [propext, Classical.choice, Quot.sound]
'StarkScalarTensor.scalar_tensor_decomposition' depends on axioms: [propext, Classical.choice, Quot.sound]
'StarkScalarTensor.tensorPol_statistical' depends on axioms: [propext, Classical.choice, Quot.sound]
'StarkScalarTensor.spin_half' depends on axioms: [propext, Classical.choice, Quot.sound]
```

## From the algebra to the Lean proof

`polarizability_eq` is the decomposition for real $J>1/2$ and any real $M$. Once the denominators are known to be nonzero, `field_simp` clears them and `ring` checks the polynomial identity, replacing the substitution of $Q$. `weight_sum_rule` uses the same method to show that the angular weights, multiplied by $2J'+1$, add up to one.

In `sum_quadrupole`, the auxiliary statement `key` proves the sum of shifted squares by induction. `average_polarizability` pulls the constant tensor factor out of the sum and applies that result.

The forward half of the main theorem evaluates the hypothesis at `k = n` and `k = n - 1`; `linear_combination h2 - h1` is the subtraction above. The converse is `polarizability_eq`.

`polarizability_stretched` uses $q(\pm J)=1$ to get $\alpha_0+\alpha_2$ at both ends. `tensorPol_statistical` shows that $\alpha_2$ vanishes when the strengths are proportional to $2J'+1$. `spin_half` inserts $M^2=1/4$.
